# In Hartree units, the s-wave attraction energy cannot exceed the radial kinetic energy ½∫u′² dr in a continuous well of nonnegative depth with first moment at most 1/2

An electron approaching a neutral closed-shell atom feels, in a mean-field picture, an attraction of short range, because the other electrons screen the nucleus. Whether such a potential holds an extra s orbital at negative energy depends on its depth and range together. Here the attraction is idealised as a fixed, local, central potential $V(r) = -w(r)$ acting on one electron, with $w$ continuous on an interval $[0,R]$, in Hartree atomic units.

## The first-moment bound

Write the s orbital as $\psi = u(r)/r$ up to a constant factor, with a real reduced radial function $u$. The condition $u(0)=0$ stands for $\psi$ staying finite at the origin. Define

$$T=\tfrac12\int_0^R u'(r)^2\,dr,\qquad A=\int_0^R w(r)\,u(r)^2\,dr,\qquad M=\int_0^R r\,w(r)\,dr ,$$

the radial kinetic energy, the attraction energy and the first moment of the well depth. $T$ is the gradient form in $u$. With $\psi=u/(\sqrt{4\pi}\,r)$, the integral $\frac12\int|\nabla\psi|^2$ over the ball of radius $R>0$ equals $T-u(R)^2/(2R)$, and for twice differentiable $u$ the expression $-\frac12\int_0^R uu''\,dr$ equals $T-\frac12u(R)u'(R)$; the three agree when $u(R)=0$. For continuous $w\ge 0$ and every continuously differentiable $u$ with $u(0)=0$,

$$A\le 2MT,\qquad\text{hence}\qquad M\le\tfrac12 \;\Rightarrow\; A\le T .$$

The hypothesis $M\le\frac12$ defines a weak well: for a constant depth $w_0$ on $[0,R]$ it reads $w_0R^2\le1$ in units of $\hbar^2/m$, while a well concentrated in a thin shell may be much deeper and still satisfy it. For $w$ of either sign, $A\le T$ holds when $w_+=\max(w,0)$ has first moment at most $\frac12$. Under that condition a nonzero solution of $-\frac12u''-wu=Eu$ with $u(0)=0$ and energy $E<0$ has $u(R)u'(R)>0$. The constant $\frac12$ in the inequality cannot be raised.

## A one-integral check for radial solvers

For one electron in a continuous local central potential, such as a model well or a screened local pseudopotential with any nonlocal part left out, a single quadrature of $r\,w_+$ can precede a search for bound s states. If the moment is at most $\frac12$, a box calculation with $u(R)=0$ or $u'(R)=0$ has no negative eigenvalue, since either condition makes $u(R)u'(R)=0$. A negative value in the output then points to discretisation error or a fault in the code. In a basis of continuously differentiable functions vanishing at the origin, with exact integrals, $T-A\ge0$ for every coefficient vector means a positive semidefinite Hamiltonian matrix, provided the kinetic elements between basis functions $\phi_i,\phi_j$ are taken in the form $\frac12\int_0^R\phi_i'\phi_j'\,dr$. The form $-\frac12\int_0^R\phi_i\phi_j''\,dr$ differs from it by a surface term at $R$: for the single function $u=r$ it is zero, and the matrix element $-A$ is negative for any nonzero $w\ge0$. A code in Rydberg units, where the kinetic operator is $-d^2/dr^2$, should compare its moment with $1$.

## From $u(0)=0$ to the sign of $u(R)u'(R)$

Fix $r$ with $0<r\le R$. Since $u(0)=0$, $u(r)=\int_0^r u'(s)\,ds$. Integrate a square:

$$0\le\int_0^r\bigl(r\,u'(s)-u(r)\bigr)^2ds=r^2\!\int_0^r u'^2\,ds-2r\,u(r)^2+r\,u(r)^2 .$$

Dividing by $r$ gives $u(r)^2\le r\int_0^r u'^2\,ds$, which at $r=0$ reads $0\le0$. Extending the nonnegative integrand to $[0,R]$ gives $u(r)^2\le 2rT$. Multiplying by $w(r)\ge0$ and integrating,

$$A\le 2T\int_0^R r\,w\,dr=2MT .$$

Because $T\ge0$, $M\le\frac12$ yields $A\le T$. For $w$ of either sign, $wu^2\le w_+u^2$ pointwise, so $A$ is bounded by the attraction energy of $w_+$, to which the result applies.

Now let $u$ solve the radial equation, so $u''=-2wu-2Eu$ and

$$(uu')'=u'^2+uu''=u'^2-2wu^2-2Eu^2 .$$

With $N=\int_0^R u^2\,dr$ and $u(0)=0$, integration gives $u(R)u'(R)=2(T-A)-2EN$. The first term is nonnegative. The second is positive, since $E<0$ and a continuous $u$ that is nonzero somewhere has $N>0$.

For sharpness take $R=1$, $c>\frac12$, a natural number $n$ and $w(r)=c(n+2)r^n$. Then $M=c(n+2)\int_0^1r^{n+1}dr=c$. The function $u(r)=r$ has $T=\frac12$ and $A=c(n+2)/(n+3)$; normalised to $\sqrt3\,r$, the values are $\frac32$ and $3c(n+2)/(n+3)$. The inequality $T<A$ is equivalent to $n(2c-1)>3-4c$. It holds once $n(2c-1)>1$, because $3-4c<1$. Large $n$ pushes the well towards $r=1$, where $u(r)^2\le2rT$ is an equality for this $u$. This trial function does not vanish at $r=1$: it corresponds to a constant $\psi$ in the ball, and its $T$ equals the surface term $u(R)^2/(2R)$.

## The Lean file

```lean
import Mathlib

open Set MeasureTheory

namespace WeakWellNoBinding

noncomputable section

/-- A real `C¹` reduced radial function on `[0, R]`: `u` has the continuous derivative `u'`
and vanishes at the origin. -/
structure IsRadial (R : ℝ) (u u' : ℝ → ℝ) : Prop where
  cont : ContinuousOn u (Icc 0 R)
  hasDeriv : ∀ r ∈ Ioo 0 R, HasDerivAt u (u' r) r
  cont' : ContinuousOn u' (Icc 0 R)
  zero : u 0 = 0

/-- Radial kinetic energy `½ ∫₀ᴿ u'²` of an s wave, in atomic units. -/
def kinetic (R : ℝ) (u' : ℝ → ℝ) : ℝ := (1 / 2) * ∫ r in (0 : ℝ)..R, u' r ^ 2

/-- Attraction energy `∫₀ᴿ w u²` in the potential `V = -w`. -/
def attraction (R : ℝ) (w u : ℝ → ℝ) : ℝ := ∫ r in (0 : ℝ)..R, w r * u r ^ 2

/-- First radial moment `∫₀ᴿ r w(r) dr` of the well depth `w`. -/
def firstMoment (R : ℝ) (w : ℝ → ℝ) : ℝ := ∫ r in (0 : ℝ)..R, r * w r

/-- The power-law well depth `c (n + 2) rⁿ`. -/
def powerWell (c : ℝ) (n : ℕ) (r : ℝ) : ℝ := c * (n + 2) * r ^ n

variable {R : ℝ} {u u' w : ℝ → ℝ}

/-- A radial function obeys `u(r)² ≤ r ∫₀ʳ u'²` at every radius in `[0, R]`. -/
theorem sq_le_mul_integral (h : IsRadial R u u') {r : ℝ} (hr : r ∈ Icc 0 R) :
    u r ^ 2 ≤ r * ∫ s in (0 : ℝ)..r, u' s ^ 2 := by
  rcases hr.1.eq_or_lt with h0 | hpos
  · subst h0
    simp [h.zero]
  have hc : ContinuousOn u' (Icc 0 r) := h.cont'.mono (Icc_subset_Icc_right hr.2)
  have hi1 : IntervalIntegrable u' volume 0 r := hc.intervalIntegrable_of_Icc hpos.le
  have hi2 : IntervalIntegrable (fun s => u' s ^ 2) volume 0 r :=
    (hc.pow 2).intervalIntegrable_of_Icc hpos.le
  have hi3 : IntervalIntegrable (fun _ : ℝ => u r ^ 2) volume 0 r :=
    continuous_const.intervalIntegrable _ _
  -- u(r) is the integral of u' from the origin
  have hftc : ∫ s in (0 : ℝ)..r, u' s = u r - u 0 :=
    intervalIntegral.integral_eq_sub_of_hasDerivAt_of_le hpos.le
      (h.cont.mono (Icc_subset_Icc_right hr.2))
      (fun s hs => h.hasDeriv s ⟨hs.1, lt_of_lt_of_le hs.2 hr.2⟩) hi1
  -- integrate (r u'(s) - u(r))² ≥ 0 over [0, r]
  have hmono : ∫ s in (0 : ℝ)..r, (2 * u r * r * u' s - u r ^ 2)
      ≤ ∫ s in (0 : ℝ)..r, r ^ 2 * u' s ^ 2 :=
    intervalIntegral.integral_mono_on hpos.le ((hi1.const_mul _).sub hi3) (hi2.const_mul _)
      (fun s _ => by nlinarith [sq_nonneg (r * u' s - u r)])
  rw [intervalIntegral.integral_sub (hi1.const_mul _) hi3, intervalIntegral.integral_const_mul,
    intervalIntegral.integral_const_mul, intervalIntegral.integral_const, hftc, h.zero] at hmono
  simp only [sub_zero, smul_eq_mul] at hmono
  exact le_of_mul_le_mul_left (by nlinarith [hmono]) hpos

/-- The squared amplitude at radius `r` is at most `2 r` times the kinetic energy on `[0, R]`. -/
theorem sq_le_kinetic (h : IsRadial R u u') {r : ℝ} (hr : r ∈ Icc 0 R) :
    u r ^ 2 ≤ 2 * r * kinetic R u' := by
  have hi : IntervalIntegrable (fun s => u' s ^ 2) volume 0 R :=
    (h.cont'.pow 2).intervalIntegrable_of_Icc (hr.1.trans hr.2)
  have hle : ∫ s in (0 : ℝ)..r, u' s ^ 2 ≤ ∫ s in (0 : ℝ)..R, u' s ^ 2 :=
    intervalIntegral.integral_mono_interval le_rfl hr.1 hr.2
      (Filter.Eventually.of_forall fun s => sq_nonneg (u' s)) hi
  have h1 := sq_le_mul_integral h hr
  have h2 := mul_le_mul_of_nonneg_left hle hr.1
  unfold kinetic
  linarith

/-- For a continuous nonnegative well depth, the attraction energy is at most twice the first
moment times the kinetic energy. -/
theorem attraction_le_moment_mul_kinetic (hR : 0 ≤ R) (hw : ContinuousOn w (Icc 0 R))
    (hw0 : ∀ r ∈ Icc 0 R, 0 ≤ w r) (h : IsRadial R u u') :
    attraction R w u ≤ 2 * firstMoment R w * kinetic R u' := by
  have hi1 : IntervalIntegrable (fun r => w r * u r ^ 2) volume 0 R :=
    (hw.mul (h.cont.pow 2)).intervalIntegrable_of_Icc hR
  have hi2 : IntervalIntegrable (fun r => r * w r) volume 0 R :=
    (continuousOn_id.mul hw).intervalIntegrable_of_Icc hR
  have hmono : ∫ r in (0 : ℝ)..R, w r * u r ^ 2
      ≤ ∫ r in (0 : ℝ)..R, 2 * kinetic R u' * (r * w r) :=
    intervalIntegral.integral_mono_on hR hi1 (hi2.const_mul _) (fun r hr => by
      have := mul_le_mul_of_nonneg_left (sq_le_kinetic h hr) (hw0 r hr)
      linarith)
  rw [intervalIntegral.integral_const_mul] at hmono
  unfold attraction firstMoment
  linarith

/-- If the continuous nonnegative well depth has first moment at most `1/2`, the kinetic energy
of every radial function is at least its attraction energy. -/
theorem attraction_le_kinetic (hR : 0 ≤ R) (hw : ContinuousOn w (Icc 0 R))
    (hw0 : ∀ r ∈ Icc 0 R, 0 ≤ w r) (hM : firstMoment R w ≤ 1 / 2) (h : IsRadial R u u') :
    attraction R w u ≤ kinetic R u' := by
  have h1 := attraction_le_moment_mul_kinetic hR hw hw0 h
  have hK : 0 ≤ kinetic R u' :=
    mul_nonneg (by norm_num) (intervalIntegral.integral_nonneg hR fun r _ => sq_nonneg (u' r))
  have h2 := mul_le_mul_of_nonneg_right hM hK
  linarith

/-- For a continuous `w` of either sign the same inequality holds when the attractive part
`max(w, 0)` has first moment at most `1/2`. -/
theorem attraction_le_kinetic_of_posPart (hR : 0 ≤ R) (hw : ContinuousOn w (Icc 0 R))
    (hM : firstMoment R (fun r => max (w r) 0) ≤ 1 / 2) (h : IsRadial R u u') :
    attraction R w u ≤ kinetic R u' := by
  have hp : ContinuousOn (fun r => max (w r) 0) (Icc 0 R) :=
    (continuous_id.max continuous_const).comp_continuousOn hw
  refine le_trans ?_ (attraction_le_kinetic hR hp (fun r _ => le_max_right _ _) hM h)
  have hi1 : IntervalIntegrable (fun r => w r * u r ^ 2) volume 0 R :=
    (hw.mul (h.cont.pow 2)).intervalIntegrable_of_Icc hR
  have hi2 : IntervalIntegrable (fun r => max (w r) 0 * u r ^ 2) volume 0 R :=
    (hp.mul (h.cont.pow 2)).intervalIntegrable_of_Icc hR
  exact intervalIntegral.integral_mono_on hR hi1 hi2
    (fun r _ => mul_le_mul_of_nonneg_right (le_max_left _ _) (sq_nonneg _))

/-- If `max(w, 0)` has first moment at most `1/2`, a not identically vanishing solution of the
s-wave equation `-½ u'' - w u = E u` with `u(0) = 0` and `E < 0` has `u(R) u'(R) > 0`. -/
theorem negative_energy_solution_grows {u'' : ℝ → ℝ} {E : ℝ} (hw : ContinuousOn w (Icc 0 R))
    (hM : firstMoment R (fun r => max (w r) 0) ≤ 1 / 2) (h : IsRadial R u u')
    (hd : ∀ r ∈ Ioo 0 R, HasDerivAt u' (u'' r) r)
    (heq : ∀ r ∈ Ioo 0 R, -(1 / 2) * u'' r - w r * u r = E * u r)
    (hE : E < 0) (hne : ∃ r ∈ Icc 0 R, u r ≠ 0) :
    0 < u R * u' R := by
  obtain ⟨a, ha, hua⟩ := hne
  have ha0 : a ≠ 0 := fun h0 => hua (by rw [h0]; exact h.zero)
  have hR : 0 < R := lt_of_lt_of_le (lt_of_le_of_ne ha.1 ha0.symm) ha.2
  have hu2 : ContinuousOn (fun r => u r ^ 2) (Icc 0 R) := h.cont.pow 2
  have hnorm : ∫ _ in (0 : ℝ)..R, (0 : ℝ) < ∫ r in (0 : ℝ)..R, u r ^ 2 :=
    intervalIntegral.integral_lt_integral_of_continuousOn_of_le_of_exists_lt hR
      continuousOn_const hu2 (fun r _ => sq_nonneg (u r)) ⟨a, ha, by positivity⟩
  rw [intervalIntegral.integral_zero] at hnorm
  have hi1 : IntervalIntegrable (fun r => u' r ^ 2) volume 0 R :=
    (h.cont'.pow 2).intervalIntegrable_of_Icc hR.le
  have hi2 : IntervalIntegrable (fun r => w r * u r ^ 2) volume 0 R :=
    (hw.mul hu2).intervalIntegrable_of_Icc hR.le
  have hi3 : IntervalIntegrable (fun r => u r ^ 2) volume 0 R :=
    hu2.intervalIntegrable_of_Icc hR.le
  have hcp : ContinuousOn (fun r => u r * u' r) (Icc 0 R) := h.cont.mul h.cont'
  -- (u u')' = u'² - 2 w u² - 2 E u² by the radial equation
  have hftc : ∫ r in (0 : ℝ)..R, (u' r ^ 2 - 2 * (w r * u r ^ 2) - 2 * E * u r ^ 2)
      = u R * u' R - u 0 * u' 0 :=
    intervalIntegral.integral_eq_sub_of_hasDerivAt_of_le hR.le hcp
      (fun r hr => ((h.hasDeriv r hr).fun_mul (hd r hr)).congr_deriv
        (by linear_combination (-2 * u r) * heq r hr))
      ((hi1.sub (hi2.const_mul _)).sub (hi3.const_mul _))
  rw [intervalIntegral.integral_sub (hi1.sub (hi2.const_mul _)) (hi3.const_mul _),
    intervalIntegral.integral_sub hi1 (hi2.const_mul _), intervalIntegral.integral_const_mul,
    intervalIntegral.integral_const_mul, h.zero] at hftc
  have hvar := attraction_le_kinetic_of_posPart hR.le hw hM h
  unfold attraction kinetic at hvar
  have hneg := mul_neg_of_neg_of_pos hE hnorm
  linarith

/-- The threshold `1/2` is sharp: for each `c > 1/2` some power-law well on `[0, 1]` is
continuous, nonnegative and has first moment `c`, while the radial function `u(r) = r` has
kinetic energy below its attraction energy. -/
theorem threshold_sharp {c : ℝ} (hc : 1 / 2 < c) :
    ∃ n : ℕ, ContinuousOn (powerWell c n) (Icc 0 1) ∧
      (∀ r ∈ Icc (0 : ℝ) 1, 0 ≤ powerWell c n r) ∧ firstMoment 1 (powerWell c n) = c ∧
      IsRadial 1 (fun r => r) (fun _ => 1) ∧
      kinetic 1 (fun _ => 1) < attraction 1 (powerWell c n) (fun r => r) := by
  obtain ⟨n, hn⟩ := exists_nat_gt (1 / (2 * c - 1))
  rw [div_lt_iff₀ (by linarith)] at hn
  have hc0 : 0 < c := by linarith
  have hp : ∀ m : ℕ, ∫ r in (0 : ℝ)..1, r ^ m = 1 / ((m : ℝ) + 1) := by
    intro m
    simp [_root_.integral_pow]
  refine ⟨n, ?_, ?_, ?_, ?_, ?_⟩
  · exact (continuous_const.mul (continuous_pow n)).continuousOn
  · intro r hr
    have := hr.1
    unfold powerWell
    positivity
  · have e : (fun r : ℝ => r * powerWell c n r) = fun r => c * (n + 2) * r ^ (n + 1) := by
      funext r
      unfold powerWell
      ring
    unfold firstMoment
    rw [e, intervalIntegral.integral_const_mul, hp, mul_one_div, div_eq_iff (by positivity)]
    push_cast
    ring
  · exact ⟨continuousOn_id, fun r _ => hasDerivAt_id r, continuousOn_const, rfl⟩
  · have e : (fun r : ℝ => powerWell c n r * r ^ 2) = fun r => c * (n + 2) * r ^ (n + 2) := by
      funext r
      unfold powerWell
      ring
    have hk : kinetic 1 (fun _ => 1) = 1 / 2 := by simp [kinetic]
    rw [hk]
    show 1 / 2 < ∫ r in (0 : ℝ)..1, powerWell c n r * r ^ 2
    rw [e, intervalIntegral.integral_const_mul, hp, mul_one_div, lt_div_iff₀ (by positivity)]
    push_cast
    nlinarith

end

end WeakWellNoBinding
```

```lean
#print axioms WeakWellNoBinding.attraction_le_moment_mul_kinetic
#print axioms WeakWellNoBinding.negative_energy_solution_grows
#print axioms WeakWellNoBinding.threshold_sharp
```

```
'WeakWellNoBinding.attraction_le_moment_mul_kinetic' depends on axioms: [propext, Classical.choice, Quot.sound]
'WeakWellNoBinding.negative_energy_solution_grows' depends on axioms: [propext, Classical.choice, Quot.sound]
'WeakWellNoBinding.threshold_sharp' depends on axioms: [propext, Classical.choice, Quot.sound]
```

## How the Lean statements encode the radial problem

`IsRadial R u u'` treats $u$ and its derivative as two real functions: `u` is continuous on the closed interval `Icc 0 R`, has derivative `u' r` at each point of the open interval `Ioo 0 R`, `u'` is continuous on the closed interval, and `u 0 = 0`. Continuity fixes `u' R` as the limit from inside. No normalisation is imposed, since $T$ and $A$ are both quadratic in $u$, and nothing is assumed at $R$. The definitions `kinetic`, `attraction`, `firstMoment` and `powerWell` are $T$, $A$, $M$ and $c(n+2)r^n$.

`attraction_le_kinetic` assumes `hR : 0 ≤ R`, continuity `hw`, nonnegativity `hw0` and `hM : firstMoment R w ≤ 1 / 2`; at $R=0$ it says $0\le0$. `attraction_le_kinetic_of_posPart` replaces the last two by the moment condition on $w_+$. In `negative_energy_solution_grows`, `hd` makes `u''` the derivative of `u'` on the open interval, `heq` is the radial equation there, `hE` is $E<0$ and `hne` says that $u$ is nonzero somewhere, which forces $R>0$. `threshold_sharp` produces, for each $c>\frac12$, an $n$ for which the power well meets every hypothesis except the moment bound, and proves $T<A$ for $u(r)=r$ in that well.

## Lemmas matched to the steps by hand

In `sq_le_mul_integral`, `hftc` is the fundamental theorem of calculus for $u$, `hmono` integrates the expanded square in the form $2u(r)\,r\,u'(s)-u(r)^2\le r^2u'(s)^2$, and `le_of_mul_le_mul_left` divides by $r$. `sq_le_kinetic` enlarges the range of integration in `hle`. `attraction_le_moment_mul_kinetic` multiplies by $w$ inside `hmono` and pulls $2T$ out of the integral. `attraction_le_kinetic` adds `hK`, which is $T\ge0$, and the version for either sign is one more comparison of integrands. In `negative_energy_solution_grows`, `hnorm` is $N>0$, `hftc` integrates $(uu')'$ with `linear_combination` substituting the radial equation, and the last `linarith` combines this with `hvar` ($A\le T$) and `hneg` ($EN<0$). `threshold_sharp` picks $n>1/(2c-1)$ and evaluates both integrals with `hp`, the formula $\int_0^1r^m dr=1/(m+1)$.

## Exterior matching, boundary conditions and excluded potentials

The theorems concern the interval $[0,R]$ and exact integrals; the matrix and box statements above and the arguments below are ordinary reasoning from them, absent from the file. To conclude that no s orbital is bound in all space, one supposes $w=0$ beyond $R$. A decaying solution there is proportional to $e^{-\kappa r}$ with $\kappa=\sqrt{-2E}$, so $uu'\le0$ at $R$, which cannot join a function with $u(R)u'(R)>0$. A tail beyond $R$, such as a polarisation term, is not treated. Bargmann's bound limits the number of bound states of each angular momentum on the half-line; the inequality here corresponds to its zero-state, s-wave case on a finite interval.

The boundary condition matters. Requiring $\psi'(R)=0$ on a sphere means $u'(R)=u(R)/R$, which is compatible with $u(R)u'(R)>0$, so a negative eigenvalue in such a cell contradicts nothing.

Continuity on the closed interval excludes a Coulomb singularity $-Z/r$ at a nucleus of charge $Z$, so an all-electron Hartree-Fock potential is not an admissible $w$. Nonlocal exchange, self-consistent relaxation and orthogonality to occupied orbitals are absent as well. Complex $u$, piecewise linear elements with kinks, finite-difference Laplacians and quadrature error are not covered. Sharpness refers to the inequality $A\le T$ over all admissible wells: a particular well with $M>\frac12$ may still satisfy it, and `threshold_sharp` exhibits a trial function, not an eigenstate.
